# A positive probability on a finite set is stationary for some rejection-free chain exactly when no state has probability above 1/2

**Q.** Before any theorem, you had to decide what a Monte Carlo update is. What did you choose?

**A.** A table of real numbers $P(i,j)$, the probability of going from state $i$ to state $j$ in one step, on a finite set of states. There is no proposal, no acceptance probability and no energy. Any scheme that picks the next state from the current one by fixed probabilities gives such a table.

```lean
import Mathlib

open Finset

namespace SuwaTodoCriterion

variable {ι : Type*}
```

In Lean the set of states is the type `ι`, made finite by `[Fintype ι]`. The first index is the starting state, so the rows sum to one.

```lean
/-- A transition kernel: nonnegative entries, each row summing to one. -/
def IsStochastic [Fintype ι] (P : ι → ι → ℝ) : Prop :=
  (∀ i j, 0 ≤ P i j) ∧ ∀ i, ∑ j, P i j = 1
```

**Q.** Suwa and Todo are known for giving up detailed balance. Have you put it back in?

**A.** It is a separate definition. The main criterion asks only for global balance, $\sum_i p(i)P(i,j)=p(j)$.

```lean
/-- Global balance: one step of the chain leaves the weights `p` unchanged. -/
def Stationary [Fintype ι] (p : ι → ℝ) (P : ι → ι → ℝ) : Prop :=
  ∀ j, ∑ i, p i * P i j = p j
```

Detailed balance is the stronger condition $p(i)P(i,j)=p(j)P(j,i)$.

```lean
/-- Detailed balance: the probability flows between any two states are equal. -/
def DetailedBalance (p : ι → ℝ) (P : ι → ι → ℝ) : Prop :=
  ∀ i j, p i * P i j = p j * P j i
```

**Q.** And "rejection-free"?

**A.** It means $P(i,i)=0$ for every $i$: the chain never stays put, for whatever reason. Since $p$ itself is also required to be stationary, every step counts equally in averages; there are no waiting times.

```lean
/-- The chain never stays where it is. -/
def RejectionFree (P : ι → ι → ℝ) : Prop := ∀ i, P i i = 0
```

Summing detailed balance over $i$ gives $\sum_i p(i)P(i,j)=p(j)\sum_i P(j,i)=p(j)$, which is global balance. The Lean proof is this computation.

```lean
/-- A transition kernel in detailed balance with `p` leaves `p` stationary. -/
theorem DetailedBalance.stationary [Fintype ι] {p : ι → ℝ} {P : ι → ι → ℝ}
    (hP : IsStochastic P) (h : DetailedBalance p P) : Stationary p P := by
  intro j
  rw [Finset.sum_congr rfl (fun i _ => h i j), ← Finset.mul_sum, hP.2 j, mul_one]
```

**Q.** Why should a heavy state force rejections at all?

**A.** Count what flows into it. For a state $z$, stationarity reads
$$p(z)=p(z)P(z,z)+\sum_{i\ne z}p(i)P(i,z).$$
Each $P(i,z)$ is at most 1, so the last sum is at most $\sum_{i\ne z}p(i)=1-p(z)$. Hence
$$p(z)P(z,z)\ge 2p(z)-1.$$
If $p(z)>1/2$, the other states cannot refill $z$, and some probability has to stay there. In the code, `e1` and `e2` split off the term $z$, `h1` is $P(i,z)\le1$, `h2` bounds the inflow, and `linarith` combines them.

```lean
variable [DecidableEq ι]

/-- For a probability `p`, every stationary kernel has a rejection flow
`p z * P z z` of at least `2 * p z - 1` at each state `z`. -/
theorem rejection_lower_bound [Fintype ι] {p : ι → ℝ} {P : ι → ι → ℝ}
    (hp : ∀ i, 0 ≤ p i) (hsum : ∑ i, p i = 1) (hP : IsStochastic P)
    (hst : Stationary p P) (z : ι) : 2 * p z - 1 ≤ p z * P z z := by
  have e1 : p z * P z z + ∑ i ∈ univ.erase z, p i * P i z = ∑ i, p i * P i z :=
    Finset.add_sum_erase univ (fun i => p i * P i z) (mem_univ z)
  have e2 : p z + ∑ i ∈ univ.erase z, p i = ∑ i, p i :=
    Finset.add_sum_erase univ p (mem_univ z)
  have h1 : ∀ i, P i z ≤ 1 := by
    intro i
    rw [← hP.2 i]
    exact Finset.single_le_sum (f := fun j => P i j) (fun j _ => hP.1 i j) (mem_univ z)
  -- the inflow from the other states is at most their total weight
  have h2 : ∑ i ∈ univ.erase z, p i * P i z ≤ ∑ i ∈ univ.erase z, p i :=
    Finset.sum_le_sum fun i _ => mul_le_of_le_one_right (hp i) (h1 i)
  have h3 := hst z
  linarith
```

**Q.** That is the easy half. If no state exceeds 1/2, how do you produce a chain?

**A.** Work with flows $F(i,j)=p(i)P(i,j)$. I want a symmetric, nonnegative table with zero diagonal and row sums $p(i)$. It is built by induction on the number of states, for any nonnegative weights $w_i$ none of which exceeds half the total.

Remove one state $a$, let $s$ be the set of the others, and put $W=\sum_{i\in s}w_i$. The condition on $a$ says $w_a\le W$, so $2c=W-w_a$ defines some $c\ge0$. I look for residual weights $r_i$ on $s$ with
$$0\le r_i\le w_i,\qquad r_i\le c,\qquad \sum_{i\in s}r_i=2c.$$
State $a$ then exchanges $w_i-r_i$ with each $i$, which adds up to $W-2c=w_a$. The residuals again satisfy the half-total condition, so the induction hypothesis supplies a flow among the states of $s$.

**Q.** Do such residuals always exist?

**A.** Take $r_i=t\min(w_i,c)$ and let $M=\sum_{i\in s}\min(w_i,c)$. If $c=0$, choose $t=0$; otherwise choose $t=2c/M$. This needs $M\ge2c$, so that $t\le1$. There are three cases:

- No weight exceeds $c$: then $M=W\ge2c$.
- At least two exceed $c$: they alone contribute $2c$.
- Exactly one, $w_k$, exceeds $c$: then $M=c+W-w_k$. The half-total condition gives $2w_k\le W+w_a=2W-2c$, so $w_k\le W-c$ and $M\ge2c$.

The next lemma proves this inequality, with the two `by_cases` separating the three cases.

```lean
/-- Nonnegative weights of total at least `2 * c`, with `c ≥ 0`, still have total at least
`2 * c` after capping at `c`, if no weight exceeds the total minus `c`. -/
theorem two_mul_le_sum_min {s : Finset ι} {w : ι → ℝ} {c : ℝ}
    (hw : ∀ i ∈ s, 0 ≤ w i) (hc : 0 ≤ c) (hT : 2 * c ≤ ∑ i ∈ s, w i)
    (hmax : ∀ i ∈ s, w i ≤ ∑ j ∈ s, w j - c) : 2 * c ≤ ∑ i ∈ s, min (w i) c := by
  by_cases h : ∃ k ∈ s, c < w k
  · obtain ⟨k, hk, hck⟩ := h
    have e1 : min (w k) c + ∑ i ∈ s.erase k, min (w i) c = ∑ i ∈ s, min (w i) c :=
      Finset.add_sum_erase s (fun i => min (w i) c) hk
    have e2 : w k + ∑ i ∈ s.erase k, w i = ∑ i ∈ s, w i := Finset.add_sum_erase s w hk
    rw [min_eq_right hck.le] at e1
    by_cases h2 : ∃ l ∈ s.erase k, c < w l
    · -- two capped weights already contribute `2 * c`
      obtain ⟨l, hl, hcl⟩ := h2
      have h3 : min (w l) c ≤ ∑ i ∈ s.erase k, min (w i) c :=
        Finset.single_le_sum (f := fun i => min (w i) c)
          (fun i hi => le_min (hw i (Finset.mem_of_mem_erase hi)) hc) hl
      rw [min_eq_right hcl.le] at h3
      linarith
    · have h3 : ∑ i ∈ s.erase k, min (w i) c = ∑ i ∈ s.erase k, w i :=
        Finset.sum_congr rfl fun i hi =>
          min_eq_left (not_lt.mp fun hlt => h2 ⟨i, hi, hlt⟩)
      have h4 := hmax k hk
      linarith
  · have h3 : ∑ i ∈ s, min (w i) c = ∑ i ∈ s, w i :=
      Finset.sum_congr rfl fun i hi => min_eq_left (not_lt.mp fun hlt => h ⟨i, hi, hlt⟩)
    linarith
```

The induction itself follows. `hM` is $M\ge2c$, `r` holds the residuals, and `ih` supplies the flow on $s$. The nested `if` attaches the row and column of $a$; the four remaining goals are symmetry, nonnegativity, zero diagonal and row sums.

```lean
/-- Nonnegative weights, none above half of their total, are the row sums of a
symmetric nonnegative flow with zero diagonal. -/
theorem exists_symmetric_flow (s : Finset ι) : ∀ w : ι → ℝ, (∀ i ∈ s, 0 ≤ w i) →
    (∀ i ∈ s, 2 * w i ≤ ∑ j ∈ s, w j) → ∃ F : ι → ι → ℝ, (∀ i j, F i j = F j i) ∧
      (∀ i ∈ s, ∀ j ∈ s, 0 ≤ F i j) ∧ (∀ i, F i i = 0) ∧
      ∀ i ∈ s, ∑ j ∈ s, F i j = w i := by
  induction s using Finset.induction_on with
  | empty => exact fun w _ _ => ⟨fun _ _ => 0, by simp⟩
  | insert a s ha ih =>
    intro w hw hmax
    rw [Finset.sum_insert ha] at hmax
    have hwa := hw a (mem_insert_self a s)
    have hma := hmax a (mem_insert_self a s)
    have hws : ∀ i ∈ s, 0 ≤ w i := fun i hi => hw i (mem_insert_of_mem hi)
    -- `c` is half of the weight left once state `a` has been paired off
    obtain ⟨c, hc⟩ : ∃ c, 2 * c = ∑ j ∈ s, w j - w a :=
      ⟨(∑ j ∈ s, w j - w a) / 2, by ring⟩
    have hc0 : 0 ≤ c := by linarith
    have hM := two_mul_le_sum_min hws hc0 (by linarith)
      (fun i hi => by linarith [hmax i (mem_insert_of_mem hi)])
    obtain ⟨t, ht0, ht1, ht⟩ :
        ∃ t : ℝ, 0 ≤ t ∧ t ≤ 1 ∧ t * ∑ i ∈ s, min (w i) c = 2 * c := by
      rcases hc0.eq_or_lt with h0 | h0
      · exact ⟨0, le_rfl, zero_le_one, by rw [← h0]; ring⟩
      · have hpos : 0 < ∑ i ∈ s, min (w i) c := by linarith
        exact ⟨2 * c / ∑ i ∈ s, min (w i) c, by positivity,
          (div_le_one hpos).mpr hM, div_mul_cancel₀ _ hpos.ne'⟩
    -- residual weights, to which the induction hypothesis applies
    obtain ⟨r, hr⟩ : ∃ r : ι → ℝ, ∀ i, r i = t * min (w i) c := ⟨_, fun _ => rfl⟩
    have hrs : ∑ i ∈ s, r i = 2 * c := by
      rw [Finset.sum_congr rfl (fun i _ => hr i), ← Finset.mul_sum, ht]
    have hm0 : ∀ i ∈ s, 0 ≤ min (w i) c := fun i hi => le_min (hws i hi) hc0
    have hrm : ∀ i ∈ s, r i ≤ min (w i) c := fun i hi => by
      rw [hr i]
      exact mul_le_of_le_one_left (hm0 i hi) ht1
    obtain ⟨F, hsym, hF0, hFd, hF⟩ := ih r
      (fun i hi => by rw [hr i]; exact mul_nonneg ht0 (hm0 i hi))
      (fun i hi => by linarith [(hrm i hi).trans (min_le_right _ _)])
    have hrw : ∀ i ∈ s, 0 ≤ w i - r i := fun i hi =>
      sub_nonneg.mpr ((hrm i hi).trans (min_le_left _ _))
    refine ⟨fun i j => if i = a then (if j = a then 0 else w j - r j)
      else if j = a then w i - r i else F i j, ?_, ?_, ?_, ?_⟩
    · intro i j
      by_cases hi : i = a <;> by_cases hj : j = a <;> simp [hi, hj, hsym i j]
    · intro i hi j hj
      by_cases hia : i = a
      · by_cases hja : j = a
        · simp [hia, hja]
        · simp only [if_pos hia, if_neg hja]
          exact hrw j (mem_of_mem_insert_of_ne hj hja)
      · have his := mem_of_mem_insert_of_ne hi hia
        by_cases hja : j = a
        · simp only [if_neg hia, if_pos hja]
          exact hrw i his
        · simp only [if_neg hia, if_neg hja]
          exact hF0 i his j (mem_of_mem_insert_of_ne hj hja)
    · intro i
      by_cases hi : i = a <;> simp [hi, hFd]
    · intro i hi
      rw [Finset.sum_insert ha]
      by_cases hia : i = a
      · have e : ∑ j ∈ s, (if j = a then 0 else w j - r j) = ∑ j ∈ s, (w j - r j) :=
          Finset.sum_congr rfl fun j hj => if_neg (ne_of_mem_of_not_mem hj ha)
        simp only [if_pos hia, eq_self, if_true]
        rw [e, Finset.sum_sub_distrib, hrs, hc, hia]
        ring
      · have e : ∑ j ∈ s, (if j = a then w i - r i else F i j) = ∑ j ∈ s, F i j :=
          Finset.sum_congr rfl fun j hj => if_neg (ne_of_mem_of_not_mem hj ha)
        simp only [if_neg hia, eq_self, if_true]
        rw [e, hF i (mem_of_mem_insert_of_ne hi hia)]
        ring
```

**Q.** How do you get back from flows to probabilities?

**A.** Set $P(i,j)=F(i,j)/p(i)$; the division uses positivity of $p$. The rows sum to $p(i)/p(i)=1$, and symmetry of $F$ is detailed balance.

```lean
omit [DecidableEq ι] in
/-- A symmetric nonnegative flow whose row sums are the positive weights `p` is the
probability flow of a transition kernel in detailed balance with `p`. -/
theorem exists_kernel_of_flow [Fintype ι] {p : ι → ℝ} {F : ι → ι → ℝ}
    (hp : ∀ i, 0 < p i) (hsym : ∀ i j, F i j = F j i) (h0 : ∀ i j, 0 ≤ F i j)
    (hrow : ∀ i, ∑ j, F i j = p i) :
    ∃ P, IsStochastic P ∧ DetailedBalance p P ∧ ∀ i j, p i * P i j = F i j := by
  have h : ∀ i j, p i * (F i j / p i) = F i j := fun i j => by
    have := (hp i).ne'
    field_simp
  refine ⟨fun i j => F i j / p i, ⟨fun i j => div_nonneg (h0 i j) (hp i).le, ?_⟩, ?_, h⟩
  · intro i
    rw [← Finset.sum_div, hrow i, div_self (hp i).ne']
  · intro i j
    exact (h i j).trans ((hsym i j).trans (h j i).symm)
```

**Q.** And when one state does exceed 1/2?

**A.** Call it $m$. Every other state $j$ sends all its weight to $m$ and receives the same amount back:
$$F(j,m)=F(m,j)=p(j),\qquad F(m,m)=2p(m)-1,$$
with all other entries zero. Row $m$ sums to $2p(m)-1+1-p(m)=p(m)$. Any $z\ne m$ has $p(z)\le1-p(m)<1/2$ and never stays put.

So in both cases a single chain in detailed balance has
$$p(z)P(z,z)=\max(0,\,2p(z)-1)$$
at every $z$. By the lower bound and $P(z,z)\ge0$, no stationary chain does better at any state. The proof splits on whether all $p(z)\le1/2$, then uses either the inductive flow or this star.

```lean
/-- For a positive probability `p`, some kernel in detailed balance has the rejection flow
`max 0 (2 * p z - 1)` at every state `z` simultaneously. -/
theorem exists_minimal_rejection [Fintype ι] {p : ι → ℝ}
    (hp : ∀ i, 0 < p i) (hsum : ∑ i, p i = 1) :
    ∃ P, IsStochastic P ∧ DetailedBalance p P ∧
      ∀ z, p z * P z z = max 0 (2 * p z - 1) := by
  by_cases h : ∀ z, p z ≤ 1 / 2
  · obtain ⟨F, hsym, h0, hd, hrow⟩ := exists_symmetric_flow univ p
      (fun i _ => (hp i).le) (fun i _ => by rw [hsum]; linarith [h i])
    obtain ⟨P, hP, hb, hF⟩ := exists_kernel_of_flow hp hsym
      (fun i j => h0 i (mem_univ i) j (mem_univ j)) (fun i => hrow i (mem_univ i))
    refine ⟨P, hP, hb, fun z => ?_⟩
    rw [hF, hd, max_eq_left (by linarith [h z])]
  · -- a dominant state `m` exchanges its weight with all the others
    obtain ⟨m, hm'⟩ := not_forall.mp h
    have hm := not_le.mp hm'
    obtain ⟨F, hFdef⟩ : ∃ F : ι → ι → ℝ, ∀ i j, F i j =
        if i = m then (if j = m then 2 * p m - 1 else p j)
        else if j = m then p i else 0 := ⟨_, fun _ _ => rfl⟩
    have hsym : ∀ i j, F i j = F j i := by
      intro i j
      rw [hFdef, hFdef]
      by_cases hi : i = m <;> by_cases hj : j = m <;> simp [hi, hj]
    have h0 : ∀ i j, 0 ≤ F i j := by
      intro i j
      rw [hFdef]
      split_ifs <;> linarith [hp i, hp j]
    have hrow : ∀ i, ∑ j, F i j = p i := by
      intro i
      simp only [hFdef]
      by_cases hi : i = m
      · have e : ∀ j, (if j = m then 2 * p m - 1 else p j)
            = p j + (if j = m then p m - 1 else 0) := by
          intro j
          by_cases hj : j = m
          · rw [if_pos hj, if_pos hj, hj]
            ring
          · rw [if_neg hj, if_neg hj, add_zero]
        simp only [if_pos hi, e, Finset.sum_add_distrib, hsum, Finset.sum_ite_eq',
          Finset.mem_univ, if_true]
        rw [hi]
        ring
      · simp [hi]
    obtain ⟨P, hP, hb, hF⟩ := exists_kernel_of_flow hp hsym h0 hrow
    refine ⟨P, hP, hb, fun z => ?_⟩
    rw [hF, hFdef]
    by_cases hz : z = m
    · rw [if_pos hz, if_pos hz, hz, max_eq_right (by linarith)]
    · have e : p m + ∑ i ∈ univ.erase m, p i = ∑ i, p i :=
        Finset.add_sum_erase univ p (mem_univ m)
      have h1 : p z ≤ ∑ i ∈ univ.erase m, p i :=
        Finset.single_le_sum (fun i _ => (hp i).le) (mem_erase.mpr ⟨hz, mem_univ z⟩)
      rw [if_neg hz, if_neg hz, max_eq_left (by linarith)]
```

**Q.** Then breaking detailed balance isn't needed to avoid rejections?

**A.** Not for existence. The criterion for reversible chains is the same: one direction sets $P(z,z)=0$ in the lower bound, and the other reads the zero diagonal off the minimal chain.

```lean
/-- For a positive probability `p`, a rejection-free kernel in detailed balance with `p`
exists if and only if no state has probability above one half. -/
theorem reversible_criterion [Fintype ι] {p : ι → ℝ}
    (hp : ∀ i, 0 < p i) (hsum : ∑ i, p i = 1) :
    (∃ P, IsStochastic P ∧ DetailedBalance p P ∧ RejectionFree P) ↔
      ∀ z, p z ≤ 1 / 2 := by
  constructor
  · rintro ⟨P, hP, hb, hf⟩ z
    have h := rejection_lower_bound (fun i => (hp i).le) hsum hP (hb.stationary hP) z
    rw [hf z, mul_zero] at h
    linarith
  · intro h
    obtain ⟨P, hP, hb, hd⟩ := exists_minimal_rejection hp hsum
    refine ⟨P, hP, hb, fun z => ?_⟩
    have hz := hd z
    rw [max_eq_left (by linarith [h z])] at hz
    exact (mul_eq_zero.mp hz).resolve_left (hp z).ne'
```

The criterion for global balance takes its chain from the reversible one. In words: if all $p(i)>0$ (`hp`) and they sum to one (`hsum`), then a stochastic, stationary, rejection-free `P` exists if and only if $p(z)\le1/2$ for all $z$.

```lean
/-- Suwa-Todo criterion: for a positive probability `p`, a rejection-free kernel leaving `p`
stationary exists if and only if no state has probability above one half. -/
theorem suwa_todo_criterion [Fintype ι] {p : ι → ℝ}
    (hp : ∀ i, 0 < p i) (hsum : ∑ i, p i = 1) :
    (∃ P, IsStochastic P ∧ Stationary p P ∧ RejectionFree P) ↔ ∀ z, p z ≤ 1 / 2 := by
  constructor
  · rintro ⟨P, hP, hst, hf⟩ z
    have h := rejection_lower_bound (fun i => (hp i).le) hsum hP hst z
    rw [hf z, mul_zero] at h
    linarith
  · intro h
    obtain ⟨P, hP, hb, hf⟩ := (reversible_criterion hp hsum).mpr h
    exact ⟨P, hP, hb.stationary hP, hf⟩

end SuwaTodoCriterion
```

```lean
#print axioms SuwaTodoCriterion.suwa_todo_criterion
-- 'SuwaTodoCriterion.suwa_todo_criterion' depends on axioms: [propext, Classical.choice, Quot.sound]
```

**Q.** So does this certify the Suwa–Todo algorithm?

**A.** No. It settles when rejection can be avoided; their particular way of filling the flow table is not formalised, and nothing is said about autocorrelation times. Nor is ergodicity part of the statement. With $p=(1/4,1/4,1/4,1/4)$, the chain that always swaps states 1 and 2, and always swaps states 3 and 4, is rejection-free and leaves $p$ stationary, but started from state 1 it never visits 3 or 4.

**Q.** Where would I meet this in a simulation?

**A.** In a local update with finitely many candidates, such as resetting one Potts spin with its neighbours fixed. There $p$ is the conditional distribution of that spin, positive at finite temperature. A program can compute Boltzmann weights $w_i$, fill a nonnegative flow table $F$ in which row $i$ and column $i$ both sum to $w_i$, and draw the new value $j$ with probability $F(i,j)/w_i$. The diagonal of such a table can be made zero exactly when $2\max_i w_i\le\sum_i w_i$. For an Ising spin with unequal weights, the star is the Metropolis rule with a proposed flip. Ergodicity of the full sweep needs its own argument.

**Q.** Could I compare the raw weights with 1/2?

**A.** No, normalisation matters. Take two states with weights $(1,1)$: the swap leaves them unchanged and never stays put, yet both weights exceed 1/2. For unnormalised weights the threshold is half their sum.
